# Bloch sums of overlapping core orbitals on a ring: their squared norm, and its inverse to first order in the nearest-neighbour overlap

When core orbitals on neighbouring atoms overlap, their Bloch sums are in general not normalised, and a plane wave that overlaps with such an unnormalised sum keeps some core character if the sum is projected out as if it had unit norm. For a ring with one core orbital per site, the Lean file below gives the squared norm, the condition on the coefficient that removes the core part completely, and an error bound for the first-order inverse of the squared norm.

```lean
import Mathlib

open ComplexConjugate

namespace OrthogonalizedPlaneWaves

noncomputable section

variable {N : ℕ} [NeZero N] {E : Type*} [NormedAddCommGroup E] [InnerProductSpace ℂ E]

/-- The Bloch phase `exp(2πi k j / N)` of wave number `k` at site `j` of a ring of `N` sites. -/
def phase (k j : ZMod N) : ℂ :=
  Complex.exp (2 * Real.pi * Complex.I * (k.val : ℂ) * (j.val : ℂ) / N)

/-- The Bloch sum `N^(-1/2) ∑ j, exp(2πi k j / N) φ j` of the core orbitals `φ j`. -/
def blochSum (φ : ZMod N → E) (k : ZMod N) : E :=
  ((Real.sqrt (N : ℝ) : ℝ) : ℂ)⁻¹ • ∑ j, phase k j • φ j

/-- The lattice Fourier sum `∑ d, s d exp(2πi k d / N)` of the overlaps `s`. -/
def overlapSum (s : ZMod N → ℂ) (k : ZMod N) : ℂ := ∑ d, s d * phase k d

/-- Overlap one on the same site, `t` between nearest neighbours, and zero otherwise. -/
def nnOverlap (t : ℝ) (d : ZMod N) : ℂ :=
  if d = 0 then 1 else if d = 1 ∨ d = -1 then (t : ℂ) else 0

/-- The Bloch phase is the standard additive character of the ring, taken at `k * j`. -/
theorem phase_eq (k j : ZMod N) : phase k j = ZMod.stdAddChar (k * j) := by
  have h := ZMod.stdAddChar_coe (N := N) ((k.val : ℤ) * (j.val : ℤ))
  have e : (((k.val : ℤ) * (j.val : ℤ) : ℤ) : ZMod N) = k * j := by simp
  rw [e] at h
  rw [h, phase]
  congr 1
  simp only [Int.cast_mul, Int.cast_natCast]
  ring

/-- If overlaps depend only on the site difference, the overlap of the orbital at site `i` with
a Bloch sum is the Bloch phase at `i` times `N^(-1/2)` times the lattice sum of overlaps. -/
theorem inner_orbital_blochSum {φ : ZMod N → E} {s : ZMod N → ℂ}
    (h : ∀ i j, inner ℂ (φ i) (φ j) = s (j - i)) (k i : ZMod N) :
    inner ℂ (φ i) (blochSum φ k) =
      phase k i * (((Real.sqrt (N : ℝ) : ℝ) : ℂ)⁻¹ * overlapSum s k) := by
  -- shift the summation index by the site `i`
  have e : ∑ j, phase k j * s (j - i) = phase k i * overlapSum s k := by
    rw [overlapSum, Finset.mul_sum]
    refine (Equiv.sum_comp (Equiv.addRight i) (fun j => phase k j * s (j - i))).symm.trans ?_
    refine Finset.sum_congr rfl fun d _ => ?_
    simp only [Equiv.coe_addRight, add_sub_cancel_right, phase_eq, mul_add,
      AddChar.map_add_eq_mul]
    ring
  unfold blochSum
  rw [inner_smul_right, inner_sum]
  simp only [inner_smul_right, h]
  rw [e]
  ring

/-- Selection rule: a vector whose overlaps with the orbitals vary as the Bloch phase of wave number
`l` times `c` overlaps with no Bloch sum of another wave number, and its overlap with the Bloch sum
of wave number `l` is `√N c`. -/
theorem inner_blochSum_of_wave {φ : ZMod N → E} {χ : E} {c : ℂ} {l : ZMod N}
    (h : ∀ j, inner ℂ (φ j) χ = phase l j * c) (k : ZMod N) :
    inner ℂ (blochSum φ k) χ = if k = l then ((Real.sqrt (N : ℝ) : ℝ) : ℂ) * c else 0 := by
  have hr : ((Real.sqrt (N : ℝ) : ℝ) : ℂ) ≠ 0 :=
    Complex.ofReal_ne_zero.mpr (Real.sqrt_ne_zero'.mpr (Nat.cast_pos.mpr (NeZero.pos N)))
  have hs : ((Real.sqrt (N : ℝ) : ℝ) : ℂ) * ((Real.sqrt (N : ℝ) : ℝ) : ℂ) = (N : ℂ) := by
    rw [← Complex.ofReal_mul, Real.mul_self_sqrt (Nat.cast_nonneg N), Complex.ofReal_natCast]
  -- orthogonality of the Bloch phases
  have ho : ∑ j, conj (phase k j) * phase l j = if k = l then (N : ℂ) else 0 := by
    have hp : ∀ j, conj (phase k j) * phase l j = ZMod.stdAddChar (j * (l - k)) := by
      intro j
      rw [phase_eq, phase_eq, ← AddChar.map_neg_eq_conj, ← AddChar.map_add_eq_mul]
      congr 1
      ring
    simp_rw [hp]
    rw [AddChar.sum_mulShift (l - k) (ZMod.isPrimitive_stdAddChar N)]
    by_cases hk : k = l
    · subst hk
      simp [ZMod.card]
    · simp [hk, sub_eq_zero, Ne.symm hk]
  have e : ∑ j, conj (phase k j) * (phase l j * c) = (if k = l then (N : ℂ) else 0) * c := by
    rw [← ho, Finset.sum_mul]
    exact Finset.sum_congr rfl fun j _ => by ring
  unfold blochSum
  rw [inner_smul_left, sum_inner]
  simp only [inner_smul_left, h]
  rw [e, map_inv₀, Complex.conj_ofReal]
  by_cases hk : k = l
  · rw [if_pos hk, if_pos hk, ← hs]
    field_simp
  · rw [if_neg hk, if_neg hk, zero_mul, mul_zero]

/-- If overlaps depend only on the site difference, Bloch sums of different wave number are
orthogonal, and the squared norm of each is the lattice Fourier sum of the overlaps. -/
theorem blochSum_orthogonal_and_norm {φ : ZMod N → E} {s : ZMod N → ℂ}
    (h : ∀ i j, inner ℂ (φ i) (φ j) = s (j - i)) :
    (∀ k l, k ≠ l → inner ℂ (blochSum φ k) (blochSum φ l) = 0) ∧
      ∀ k, ((‖blochSum φ k‖ ^ 2 : ℝ) : ℂ) = overlapSum s k := by
  have hr : ((Real.sqrt (N : ℝ) : ℝ) : ℂ) ≠ 0 :=
    Complex.ofReal_ne_zero.mpr (Real.sqrt_ne_zero'.mpr (Nat.cast_pos.mpr (NeZero.pos N)))
  constructor
  · intro k l hkl
    rw [inner_blochSum_of_wave (inner_orbital_blochSum h l) k, if_neg hkl]
  · intro k
    have hk := inner_blochSum_of_wave (inner_orbital_blochSum h k) k
    rw [if_pos rfl, mul_inv_cancel_left₀ hr, inner_self_eq_norm_sq_to_K] at hk
    rw [Complex.ofReal_pow]
    exact hk

/-- Let overlaps depend only on the site difference, and let `χ` overlap with the orbitals as a wave
of wave number `k`. Write `b_k` for the Bloch sum `blochSum φ k`. Then `χ - a b_k` is orthogonal to
every core orbital exactly when `a ‖b_k‖² = ⟨b_k, χ⟩`. -/
theorem orthogonalized_wave_iff {φ : ZMod N → E} {s : ZMod N → ℂ}
    (h : ∀ i j, inner ℂ (φ i) (φ j) = s (j - i)) {χ : E} {c : ℂ} {k : ZMod N}
    (hχ : ∀ j, inner ℂ (φ j) χ = phase k j * c) (a : ℂ) :
    (∀ j, inner ℂ (φ j) (χ - a • blochSum φ k) = 0) ↔
      a * ((‖blochSum φ k‖ ^ 2 : ℝ) : ℂ) = inner ℂ (blochSum φ k) χ := by
  have hr : ((Real.sqrt (N : ℝ) : ℝ) : ℂ) ≠ 0 :=
    Complex.ofReal_ne_zero.mpr (Real.sqrt_ne_zero'.mpr (Nat.cast_pos.mpr (NeZero.pos N)))
  have hi := mul_inv_cancel₀ hr
  have key : ∀ j, inner ℂ (φ j) (χ - a • blochSum φ k) =
      phase k j * (c - a * (((Real.sqrt (N : ℝ) : ℝ) : ℂ)⁻¹ * overlapSum s k)) := by
    intro j
    rw [inner_sub_right, inner_smul_right, hχ, inner_orbital_blochSum h]
    ring
  rw [(blochSum_orthogonal_and_norm h).2 k, inner_blochSum_of_wave hχ k, if_pos rfl]
  generalize ((Real.sqrt (N : ℝ) : ℝ) : ℂ)⁻¹ = u at hi key
  constructor
  · intro h0
    have h1 := h0 0
    rw [key, phase_eq, mul_zero, AddChar.map_zero_eq_one, one_mul] at h1
    linear_combination (-((Real.sqrt (N : ℝ) : ℝ) : ℂ)) * h1 - a * overlapSum s k * hi
  · intro h0 j
    rw [key]
    linear_combination phase k j * (-u * h0 - c * hi)

omit [NeZero N] in
/-- On a ring of at least three sites the two neighbours of a site are distinct, so the
nearest-neighbour overlap is a sum of three separate contributions. -/
theorem nnOverlap_eq (hN : 3 ≤ N) (t : ℝ) (d : ZMod N) :
    nnOverlap t d = (if d = 0 then 1 else 0) +
      (t : ℂ) * ((if d = 1 then 1 else 0) + (if d = -1 then 1 else 0)) := by
  have : Fact (1 < N) := ⟨by omega⟩
  have h1 : (1 : ZMod N) ≠ 0 := one_ne_zero
  have h2 : (1 : ZMod N) ≠ -1 := by
    intro h
    have h3 : ((2 : ℕ) : ZMod N) = 0 := by
      push_cast
      linear_combination h
    have h4 := Nat.le_of_dvd (by norm_num) ((CharP.cast_eq_zero_iff (ZMod N) N 2).mp h3)
    omega
  unfold nnOverlap
  by_cases a : d = 0
  · subst a
    simp
  · by_cases b : d = 1
    · subst b
      simp [h2]
    · by_cases c : d = -1
      · subst c
        simp [h2.symm]
      · simp [a, b, c]

/-- For nearest-neighbour overlap `t` on a ring of at least three sites, the squared norm of
the Bloch sum is `1 + 2t cos(2πk/N)`. -/
theorem norm_sq_blochSum_nn (hN : 3 ≤ N) {φ : ZMod N → E} {t : ℝ}
    (h : ∀ i j, inner ℂ (φ i) (φ j) = nnOverlap t (j - i)) (k : ZMod N) :
    ‖blochSum φ k‖ ^ 2 = 1 + 2 * t * Real.cos (2 * Real.pi * k.val / N) := by
  have : Fact (1 < N) := ⟨by omega⟩
  apply Complex.ofReal_injective
  rw [(blochSum_orthogonal_and_norm h).2 k, overlapSum]
  have h0 : phase k 0 = 1 := by rw [phase_eq, mul_zero, AddChar.map_zero_eq_one]
  have hm : phase k (-1) = conj (phase k 1) := by
    rw [phase_eq, phase_eq, ← AddChar.map_neg_eq_conj, mul_neg]
  have h1 : phase k 1 = (Real.cos (2 * Real.pi * k.val / N) : ℂ) +
      (Real.sin (2 * Real.pi * k.val / N) : ℂ) * Complex.I := by
    rw [Complex.ofReal_cos, Complex.ofReal_sin, ← Complex.exp_mul_I, phase, ZMod.val_one]
    congr 1
    simp only [Complex.ofReal_div, Complex.ofReal_mul, Complex.ofReal_natCast,
      Complex.ofReal_ofNat, Nat.cast_one]
    ring
  -- only the site itself and its two neighbours contribute
  have hsum : ∑ d, nnOverlap t d * phase k d =
      phase k 0 + (t : ℂ) * phase k 1 + (t : ℂ) * phase k (-1) := by
    simp only [nnOverlap_eq hN, add_mul, mul_add, mul_assoc, Finset.sum_add_distrib,
      ← Finset.mul_sum, ite_mul, one_mul, zero_mul, Finset.sum_ite_eq', Finset.mem_univ, if_true]
    ring
  rw [hsum, h0, hm, h1]
  simp only [map_add, map_mul, Complex.conj_ofReal, Complex.conj_I, Complex.ofReal_add,
    Complex.ofReal_mul, Complex.ofReal_one, Complex.ofReal_ofNat]
  ring

/-- For nearest-neighbour overlap `|t| < 1/2` on a ring of at least three sites, the squared norm
of a Bloch sum is positive and its inverse is `1 - 2t cos(2πk/N)` within `4t²/(1 - 2|t|)`. -/
theorem inverse_norm_sq_bound (hN : 3 ≤ N) {φ : ZMod N → E} {t : ℝ} (ht : |t| < 1 / 2)
    (h : ∀ i j, inner ℂ (φ i) (φ j) = nnOverlap t (j - i)) (k : ZMod N) :
    0 < ‖blochSum φ k‖ ^ 2 ∧
      |(‖blochSum φ k‖ ^ 2)⁻¹ - (1 - 2 * t * Real.cos (2 * Real.pi * k.val / N))| ≤
        4 * t ^ 2 / (1 - 2 * |t|) := by
  rw [norm_sq_blochSum_nn hN h k]
  generalize 2 * Real.pi * (k.val : ℝ) / N = θ
  have h1 : |t * Real.cos θ| ≤ |t| := by
    rw [abs_mul]
    exact mul_le_of_le_one_right (abs_nonneg t) (Real.abs_cos_le_one θ)
  have h2 := neg_abs_le (t * Real.cos θ)
  have hd : 0 < 1 - 2 * |t| := by linarith
  have hle : 1 - 2 * |t| ≤ 1 + 2 * t * Real.cos θ := by linarith
  have hpos : 0 < 1 + 2 * t * Real.cos θ := by linarith
  have hsq : (2 * t * Real.cos θ) ^ 2 ≤ 4 * t ^ 2 := by
    have h3 := mul_le_mul_of_nonneg_left (Real.cos_sq_le_one θ)
      (show 0 ≤ 4 * t ^ 2 by positivity)
    linarith [show (2 * t * Real.cos θ) ^ 2 = 4 * t ^ 2 * Real.cos θ ^ 2 by ring]
  refine ⟨hpos, ?_⟩
  -- the remainder of the first-order expansion is `x² / (1 + x)`
  have e : (1 + 2 * t * Real.cos θ)⁻¹ - (1 - 2 * t * Real.cos θ) =
      (2 * t * Real.cos θ) ^ 2 / (1 + 2 * t * Real.cos θ) := by
    rw [eq_div_iff hpos.ne', sub_mul, inv_mul_cancel₀ hpos.ne']
    ring
  rw [e, abs_of_nonneg (div_nonneg (sq_nonneg _) hpos.le)]
  exact div_le_div₀ (by positivity) hsq hd hle

/-- For nearest-neighbour overlap `-1/2 < t ≤ 0` on a ring of at least three sites, the inverse
squared norm of the Bloch sum at `k = 0` minus `1 - 2t` equals `4t²/(1 - 2|t|)`. -/
theorem inverse_norm_sq_sharp (hN : 3 ≤ N) {φ : ZMod N → E} {t : ℝ} (ht : -(1 / 2) < t)
    (ht0 : t ≤ 0) (h : ∀ i j, inner ℂ (φ i) (φ j) = nnOverlap t (j - i)) :
    (‖blochSum φ 0‖ ^ 2)⁻¹ - (1 - 2 * t) = 4 * t ^ 2 / (1 - 2 * |t|) := by
  have hn : ‖blochSum φ 0‖ ^ 2 = 1 + 2 * t := by
    rw [norm_sq_blochSum_nn hN h 0]
    simp
  have hp : 1 + 2 * t ≠ 0 := by linarith
  rw [hn, abs_of_nonpos ht0, show 1 - 2 * -t = 1 + 2 * t by ring, eq_div_iff hp, sub_mul,
    inv_mul_cancel₀ hp]
  ring

/-- On a ring of at least three sites, the orbitals `cos θ e_j + sin θ e_(j+1)` built from the
standard basis have nearest-neighbour overlap `t = cos θ sin θ`. -/
theorem nnOverlap_witness (hN : 3 ≤ N) (θ : ℝ) (i j : ZMod N) :
    let e := EuclideanSpace.basisFun (ZMod N) ℂ
    let φ := fun m : ZMod N => (Real.cos θ : ℂ) • e m + (Real.sin θ : ℂ) • e (m + 1)
    inner ℂ (φ i) (φ j) = nnOverlap (Real.cos θ * Real.sin θ) (j - i) := by
  intro e φ
  have ho : ∀ a b, inner ℂ (e a) (e b) = if a = b then (1 : ℂ) else 0 :=
    fun a b => orthonormal_iff_ite.mp e.orthonormal a b
  have hc : (Real.cos θ : ℂ) ^ 2 + (Real.sin θ : ℂ) ^ 2 = 1 := by
    rw [← Complex.ofReal_pow, ← Complex.ofReal_pow, ← Complex.ofReal_add,
      Real.cos_sq_add_sin_sq, Complex.ofReal_one]
  -- express all site conditions through `i` and `j`
  have q1 : (if j - i = 0 then (1 : ℂ) else 0) = if i = j then 1 else 0 :=
    if_congr ⟨fun h => by linear_combination (-1 : ZMod N) * h,
      fun h => by linear_combination (-1 : ZMod N) * h⟩ rfl rfl
  have q2 : (if j - i = 1 then (1 : ℂ) else 0) = if i + 1 = j then 1 else 0 :=
    if_congr ⟨fun h => by linear_combination (-1 : ZMod N) * h,
      fun h => by linear_combination (-1 : ZMod N) * h⟩ rfl rfl
  have q3 : (if j - i = -1 then (1 : ℂ) else 0) = if i = j + 1 then 1 else 0 :=
    if_congr ⟨fun h => by linear_combination (-1 : ZMod N) * h,
      fun h => by linear_combination (-1 : ZMod N) * h⟩ rfl rfl
  have q4 : (if i + 1 = j + 1 then (1 : ℂ) else 0) = if i = j then 1 else 0 :=
    if_congr (add_left_inj 1) rfl rfl
  rw [nnOverlap_eq hN, q1, q2, q3, Complex.ofReal_mul]
  change inner ℂ ((Real.cos θ : ℂ) • e i + (Real.sin θ : ℂ) • e (i + 1))
    ((Real.cos θ : ℂ) • e j + (Real.sin θ : ℂ) • e (j + 1)) = _
  rw [inner_add_left, inner_add_right, inner_add_right]
  rw [inner_smul_left, inner_smul_left, inner_smul_left, inner_smul_left]
  rw [inner_smul_right, inner_smul_right, inner_smul_right, inner_smul_right]
  rw [ho, ho, ho, ho, q4, Complex.conj_ofReal, Complex.conj_ofReal]
  linear_combination (if i = j then (1 : ℂ) else 0) * hc

end

end OrthogonalizedPlaneWaves
```

```lean
#print axioms OrthogonalizedPlaneWaves.orthogonalized_wave_iff
#print axioms OrthogonalizedPlaneWaves.inverse_norm_sq_bound
#print axioms OrthogonalizedPlaneWaves.inverse_norm_sq_sharp
```

```
'OrthogonalizedPlaneWaves.orthogonalized_wave_iff' depends on axioms: [propext, Classical.choice, Quot.sound]
'OrthogonalizedPlaneWaves.inverse_norm_sq_bound' depends on axioms: [propext, Classical.choice, Quot.sound]
'OrthogonalizedPlaneWaves.inverse_norm_sq_sharp' depends on axioms: [propext, Classical.choice, Quot.sound]
```

## Orbitals, phases and overlaps in Lean

The sites and the wave numbers are both elements of `ZMod N`, the integers modulo N, so periodic boundary conditions are built in. The wave number k is thus an integer label and not a wave vector. The core orbitals φ_j are vectors in any complex inner product space `E`, and `inner ℂ` is conjugate-linear in its first argument. Write

w_k(j) = exp(2πikj/N)

b_k = N^(-1/2) Σ_j w_k(j) φ_j

S(k) = Σ_d s(d) w_k(d)

for `phase k j`, `blochSum φ k` and `overlapSum s k`. The hypothesis `h` says that ⟨φ_i, φ_j⟩ = s(j − i): overlaps depend only on the site difference. Under it, `blochSum_orthogonal_and_norm` states that Bloch sums of different wave number are orthogonal and that ‖b_k‖² = S(k).

The later theorems take s to be `nnOverlap t`, which is 1 on the same site, a real number t between nearest neighbours and 0 otherwise. Here t is an overlap, not the hopping energy that often carries this letter. For N ≥ 3 and |t| < 1/2, `inverse_norm_sq_bound` states that ‖b_k‖² is positive and that its inverse is 1 − 2t cos(2πk/N) within 4t²/(1 − 2|t|).

## The orthogonalized plane wave

A valence state must be orthogonal to the core states. In `orthogonalized_wave_iff` the plane wave is a vector χ with ⟨φ_j, χ⟩ = w_k(j) c for some complex number c. The theorem says that χ − a b_k is orthogonal to every core orbital exactly when

a ‖b_k‖² = ⟨b_k, χ⟩.

When b_k is not zero, the inverse squared norm is therefore the factor that turns the overlap ⟨b_k, χ⟩ into the right coefficient a.

The overlap conditions on φ_j and χ are assumed. In a real system they come from orbitals that are translated copies of one function and from a plane wave that fits the periodic box; that step is left to the reader. The result bears on electronic structure through plane-wave bases orthogonalized to the core, restricted here to a finite one-dimensional ring with a single core orbital per site.

## From the overlaps to the norm

Put j = i + d in the Bloch sum and use w_k(i + d) = w_k(i) w_k(d):

⟨φ_i, b_k⟩ = N^(-1/2) Σ_j w_k(j) s(j − i) = w_k(i) N^(-1/2) S(k).

This is `inner_orbital_blochSum`, where `Equiv.sum_comp` performs the shift.

Next let χ be any vector with ⟨φ_j, χ⟩ = w_l(j) c. Then

⟨b_k, χ⟩ = N^(-1/2) c Σ_j exp(2πi(l − k)j/N).

For k = l the sum is N. Otherwise it is a geometric series with ratio r ≠ 1 and r^N = 1, so it vanishes. Hence ⟨b_k, χ⟩ is √N c for k = l and zero otherwise, which is the selection rule `inner_blochSum_of_wave`.

The first result shows that b_l is itself such a vector, with c = N^(-1/2) S(l). Inserting it gives ⟨b_k, b_l⟩ = 0 for k ≠ l and ‖b_k‖² = S(k).

For the orthogonalized wave, the same formulas give

⟨φ_j, χ − a b_k⟩ = w_k(j) (c − a N^(-1/2) S(k)).

The phase is never zero, so this vanishes at all sites exactly when a S(k) = √N c = ⟨b_k, χ⟩. Lean reads off the forward direction at site 0, where the phase is 1. With the naive choice a = ⟨b_k, χ⟩, the overlap w_k(j) c (1 − S(k)) would remain.

## The character behind the phase

`phase` is defined with `val`, the representative between 0 and N − 1. For N ≥ 2 this representative is not additive: N − 1 and 1 add up to 0 in the ring. The product rule for phases therefore does not follow from the exponential law alone.

The lemma `phase_eq` settles this by identifying `phase k j` with `ZMod.stdAddChar (k * j)`, Mathlib's standard additive character, which turns sums in the ring into products of complex numbers. From then on the shift rule is `AddChar.map_add_eq_mul`, complex conjugation is a change of sign in the argument, and `AddChar.sum_mulShift` replaces the geometric series.

## Nearest neighbours and the error bound

For N ≥ 3 the sites 1 and −1 are distinct, as `nnOverlap_eq` uses, and three terms survive in S(k):

‖b_k‖² = 1 + t w_k(1) + t w_k(−1) = 1 + x, with x = 2t cos(2πk/N).

This is `norm_sq_blochSum_nn`. Since |x| ≤ 2|t| < 1, we have 1 + x ≥ 1 − 2|t| > 0, and

1/(1 + x) − (1 − x) = x²/(1 + x) ≤ 4t²/(1 − 2|t|).

`div_le_div₀` combines the bounds on numerator and denominator. For −1/2 < t ≤ 0 and k = 0 we have x = −2|t|, so equality holds; this is `inverse_norm_sq_sharp`.

Such orbitals exist. With orthonormal vectors e_j and a real angle θ, `nnOverlap_witness` takes φ_j = cos θ e_j + sin θ e_(j+1). Each orbital has norm 1 and shares one basis vector with each neighbour, so t = cos θ sin θ.

## Three sites

For N = 3 the squared norms are 1 + 2t at k = 0 and 1 − t at k = 1 and k = 2. With t = −0.1, the inverse at k = 0 is 1/0.8 = 1.25 and the first-order value is 1.2. The error 0.05 equals the bound 0.04/0.8. As t approaches −1/2, the norm of b_0 tends to zero and the first-order inverse fails there.
